# The variance of a finite Hermitian H is the variance of Re E_L plus the mean of (Im E_L)²

For a finite Hermitian matrix H and a normalised complex wavefunction ψ without zeros, the local energy E_L(x) = (Hψ)(x)/ψ(x) satisfies

Var H = Var(Re E_L) + mean((Im E_L)²),

where means and variances on the right are taken with weights |ψ(x)|². The reason, as I understand it, is that |ψ(x)|² Im E_L(x) is a sum of antisymmetric currents Im(conj ψ(x) H_xy ψ(y)), so Im E_L averages to zero but its square need not. Can someone show me a rigorous derivation, together with a proof that Lean has checked?

## From antisymmetric currents to the variance

Yes. Let x and y label the configurations, and write the local energy through its defining relation,

E_L(x) ψ(x) = (Hψ)(x) = Σ_y H_xy ψ(y).

Define the bond current

J(x,y) = Im(conj ψ(x) H_xy ψ(y)).

Since H is Hermitian, conj H_yx = H_xy, and therefore

conj(conj ψ(y) H_yx ψ(x)) = conj ψ(x) H_xy ψ(y).

Conjugation reverses the sign of an imaginary part, so J(x,y) = −J(y,x).

Now multiply the defining relation by conj ψ(x):

|ψ(x)|² E_L(x) = Σ_y conj ψ(x) H_xy ψ(y).

The imaginary part of this equation is

|ψ(x)|² Im E_L(x) = Σ_y J(x,y).

Under the Schrödinger equation with ħ = 1, the right-hand side is half the rate at which probability flows into x.

Let S be the sum of J(x,y) over all x and y. Exchanging the names x and y and using antisymmetry gives S = −S, so S = 0. With mean(f) = Σ_x |ψ(x)|² f(x), this says

mean(Im E_L) = 0.

The energy expectation value is then

⟨H⟩ = Σ_x conj ψ(x) (Hψ)(x) = Σ_x |ψ(x)|² E_L(x) = mean(Re E_L).

For the second moment, Hermiticity moves one factor of H to the left:

⟨H²⟩ = Σ_x |(Hψ)(x)|² = Σ_x |ψ(x)|² |E_L(x)|² = mean((Re E_L)²) + mean((Im E_L)²).

Write m = mean(Re E_L). Because the weights sum to one,

Var(Re E_L) = mean((Re E_L)²) − 2m·m + m² = mean((Re E_L)²) − m².

Subtracting ⟨H⟩² = m² from ⟨H²⟩ gives the claimed identity.

The two variances Var H and Var(Re E_L) agree exactly when Σ_x |ψ(x)|² (Im E_L(x))² = 0. All terms are non-negative, so each must vanish, which happens exactly when |ψ(x)|² Im E_L(x) = 0 for every x. Equivalently, the net current Σ_y J(x,y) is zero at every site.

For variational Monte Carlo with a complex trial function on a finite configuration space, this means that Re E_L alone gives the right mean energy but can understate the variance of H.

## Two sites with a constant real part

Take sites 0 and 1, with H₀₁ = H₁₀ = 1 and zero diagonal, and ψ = (3/5, 4i/5). Then Hψ = (4i/5, 3/5), and

E_L(0) = 4i/3, E_L(1) = −3i/4.

The currents are J(0,1) = 12/25 and J(1,0) = −12/25. They match the weighted imaginary parts (9/25)(4/3) and (16/25)(−3/4), whose sum is zero.

The real part is zero at both sites, so its variance is zero. The imaginary part contributes

(9/25)(16/9) + (16/25)(9/16) = 16/25 + 9/25 = 1.

Directly, H² is the identity and ⟨H⟩ = 0, so Var H = 1. A vanishing variance of Re E_L therefore does not identify an eigenstate.

## The Lean file

```lean
import Mathlib

open Matrix ComplexConjugate

namespace LocalEnergyCurrent

noncomputable section

variable {n : Type*} [Fintype n]

/-- `E` is a local energy of `ψ` for the Hamiltonian `H`: at every configuration `x`,
`E x * ψ x` equals `(H ψ) x`. -/
def IsLocalEnergy (H : Matrix n n ℂ) (ψ E : n → ℂ) : Prop :=
  ∀ x, E x * ψ x = (H *ᵥ ψ) x

/-- The bond current `Im (conj (ψ x) * H x y * ψ y)` between configurations `x` and `y`. -/
def current (H : Matrix n n ℂ) (ψ : n → ℂ) (x y : n) : ℝ :=
  (conj (ψ x) * H x y * ψ y).im

/-- The sum of `f` over configurations with weights `|ψ|²`; for normalised `ψ` it is the exact mean
of `f` under the distribution `|ψ|²`. -/
def mean (ψ : n → ℂ) (f : n → ℝ) : ℝ := ∑ x, ‖ψ x‖ ^ 2 * f x

/-- The `|ψ|²`-weighted sum of the squared deviations of `f` from `mean ψ f`; for normalised `ψ` it
is the variance of `f` under the distribution `|ψ|²`. -/
def variance (ψ : n → ℂ) (f : n → ℝ) : ℝ := mean ψ (fun x => (f x - mean ψ f) ^ 2)

/-- The quantum matrix element `⟨ψ|A|ψ⟩`. -/
def expect (A : Matrix n n ℂ) (ψ : n → ℂ) : ℂ := star ψ ⬝ᵥ (A *ᵥ ψ)

/-- For a nowhere-zero wavefunction the local energy is the quotient `(H ψ) x / ψ x`. -/
theorem isLocalEnergy_iff {H : Matrix n n ℂ} {ψ E : n → ℂ} (hψ : ∀ x, ψ x ≠ 0) :
    IsLocalEnergy H ψ E ↔ ∀ x, E x = (H *ᵥ ψ) x / ψ x :=
  forall_congr' fun x => (eq_div_iff (hψ x)).symm

/-- A local energy of `ψ` is also a local energy of every multiple `c • ψ`. -/
theorem IsLocalEnergy.smul {H : Matrix n n ℂ} {ψ E : n → ℂ} (hE : IsLocalEnergy H ψ E)
    (c : ℂ) : IsLocalEnergy H (c • ψ) E := by
  intro x
  simp only [Matrix.mulVec_smul, Pi.smul_apply, smul_eq_mul, ← hE x]
  ring

omit [Fintype n] in
/-- For a Hermitian Hamiltonian the bond current is antisymmetric. -/
theorem current_antisymm {H : Matrix n n ℂ} (hH : H.IsHermitian) (ψ : n → ℂ) (x y : n) :
    current H ψ x y = -current H ψ y x := by
  have h0 : conj (H y x) = H x y := hH.apply x y
  have h : conj (conj (ψ y) * H y x * ψ x) = conj (ψ x) * H x y * ψ y := by
    simp only [map_mul, Complex.conj_conj, h0]
    ring
  unfold current
  rw [← h, Complex.conj_im]

/-- The squared modulus of an amplitude is the amplitude times its conjugate. -/
private theorem weight_eq (z : ℂ) : ((‖z‖ ^ 2 : ℝ) : ℂ) = conj z * z := by
  rw [mul_comm, Complex.mul_conj, Complex.normSq_eq_norm_sq]

/-- The imaginary part of the local energy, weighted by `|ψ x|²`, is the sum of the bond
currents at `x`. -/
theorem weight_mul_im {H : Matrix n n ℂ} {ψ E : n → ℂ} (hE : IsLocalEnergy H ψ E) (x : n) :
    ‖ψ x‖ ^ 2 * (E x).im = ∑ y, current H ψ x y := by
  have h : ((‖ψ x‖ ^ 2 : ℝ) : ℂ) * E x = ∑ y, conj (ψ x) * H x y * ψ y := by
    calc ((‖ψ x‖ ^ 2 : ℝ) : ℂ) * E x = conj (ψ x) * (E x * ψ x) := by
          rw [weight_eq]; ring
      _ = conj (ψ x) * ∑ y, H x y * ψ y := congrArg (fun z => conj (ψ x) * z) (hE x)
      _ = _ := by
          rw [Finset.mul_sum]
          exact Finset.sum_congr rfl fun y _ => by ring
  have h' := congrArg Complex.im h
  rw [Complex.im_ofReal_mul, Complex.im_sum] at h'
  exact h'

/-- For a Hermitian Hamiltonian the imaginary part of the local energy averages to zero. -/
theorem mean_im_eq_zero {H : Matrix n n ℂ} {ψ E : n → ℂ} (hH : H.IsHermitian)
    (hE : IsLocalEnergy H ψ E) : mean ψ (fun x => (E x).im) = 0 := by
  have h1 : mean ψ (fun x => (E x).im) = ∑ x, ∑ y, current H ψ x y :=
    Finset.sum_congr rfl fun x _ => weight_mul_im hE x
  -- exchanging the two ends of every bond reverses the sign of the double sum
  have h2 : ∑ x, ∑ y, current H ψ x y = -∑ x, ∑ y, current H ψ x y := by
    calc ∑ x, ∑ y, current H ψ x y = ∑ x, ∑ y, current H ψ y x := Finset.sum_comm
      _ = _ := by
          simp only [← Finset.sum_neg_distrib]
          exact Finset.sum_congr rfl fun x _ =>
            Finset.sum_congr rfl fun y _ => current_antisymm hH ψ y x
  linarith

/-- For a Hermitian Hamiltonian `⟨ψ|H|ψ⟩` is the `|ψ|²`-weighted sum of the real part of the
local energy. -/
theorem expect_eq_mean_re {H : Matrix n n ℂ} {ψ E : n → ℂ} (hH : H.IsHermitian)
    (hE : IsLocalEnergy H ψ E) : expect H ψ = (mean ψ (fun x => (E x).re) : ℂ) := by
  have h : expect H ψ = ∑ x, ((‖ψ x‖ ^ 2 : ℝ) : ℂ) * E x :=
    Finset.sum_congr rfl fun x _ => by
      show conj (ψ x) * (H *ᵥ ψ) x = _
      rw [← hE x, weight_eq]
      ring
  rw [h]
  apply Complex.ext
  · simp only [Complex.re_sum, Complex.re_ofReal_mul, Complex.ofReal_re]
    rfl
  · simp only [Complex.im_sum, Complex.im_ofReal_mul, Complex.ofReal_im]
    exact mean_im_eq_zero hH hE

/-- For normalised `ψ` the variance is the mean square minus the squared mean. -/
private theorem variance_eq {ψ : n → ℂ} (h1 : ∑ x, ‖ψ x‖ ^ 2 = 1) (f : n → ℝ) :
    variance ψ f = mean ψ (fun x => f x ^ 2) - mean ψ f ^ 2 := by
  have h : ∀ m : ℝ, ∑ x, ‖ψ x‖ ^ 2 * (f x - m) ^ 2 =
      ∑ x, ‖ψ x‖ ^ 2 * f x ^ 2 - 2 * m * ∑ x, ‖ψ x‖ ^ 2 * f x + m ^ 2 * ∑ x, ‖ψ x‖ ^ 2 := by
    intro m
    rw [Finset.mul_sum, Finset.mul_sum, ← Finset.sum_sub_distrib, ← Finset.sum_add_distrib]
    exact Finset.sum_congr rfl fun x _ => by ring
  have h2 := h (mean ψ f)
  rw [h1] at h2
  have h3 : variance ψ f = mean ψ (fun x => f x ^ 2) - 2 * mean ψ f * mean ψ f
      + mean ψ f ^ 2 * 1 := h2
  rw [h3]
  ring

/-- For Hermitian `H` and normalised `ψ` with a local energy, the quantum variance of `H` is the
variance of the real part of the local energy plus the mean square of its imaginary part. -/
theorem quantum_variance_split {H : Matrix n n ℂ} {ψ E : n → ℂ} (hH : H.IsHermitian)
    (h1 : ∑ x, ‖ψ x‖ ^ 2 = 1) (hE : IsLocalEnergy H ψ E) :
    expect (H * H) ψ - expect H ψ ^ 2 =
      ((variance ψ (fun x => (E x).re) + mean ψ (fun x => (E x).im ^ 2) : ℝ) : ℂ) := by
  -- Hermiticity moves one factor of H to the left
  have ha : expect (H * H) ψ = star (H *ᵥ ψ) ⬝ᵥ (H *ᵥ ψ) := by
    unfold expect
    rw [Matrix.star_mulVec, hH.eq, ← Matrix.dotProduct_mulVec, Matrix.mulVec_mulVec]
  have hb : star (H *ᵥ ψ) ⬝ᵥ (H *ᵥ ψ) =
      ((∑ x, ‖ψ x‖ ^ 2 * ((E x).re ^ 2 + (E x).im ^ 2) : ℝ) : ℂ) := by
    rw [Complex.ofReal_sum]
    refine Finset.sum_congr rfl fun x _ => ?_
    show conj ((H *ᵥ ψ) x) * (H *ᵥ ψ) x = _
    have e : conj (E x) * E x = (((E x).re ^ 2 + (E x).im ^ 2 : ℝ) : ℂ) := by
      rw [mul_comm, Complex.mul_conj, Complex.normSq_apply]
      push_cast
      ring
    rw [← hE x, map_mul, Complex.ofReal_mul, ← e, weight_eq]
    ring
  have hc : ∑ x, ‖ψ x‖ ^ 2 * ((E x).re ^ 2 + (E x).im ^ 2) =
      mean ψ (fun x => (E x).re ^ 2) + mean ψ (fun x => (E x).im ^ 2) := by
    unfold mean
    rw [← Finset.sum_add_distrib]
    exact Finset.sum_congr rfl fun x _ => by ring
  rw [ha, hb, hc, expect_eq_mean_re hH hE, variance_eq h1]
  push_cast
  ring

/-- For Hermitian `H` and normalised `ψ` with a local energy, the real part of the local energy
has the full quantum variance of `H` exactly when the bond currents at each site sum to zero. -/
theorem variance_re_eq_iff {H : Matrix n n ℂ} {ψ E : n → ℂ} (hH : H.IsHermitian)
    (h1 : ∑ x, ‖ψ x‖ ^ 2 = 1) (hE : IsLocalEnergy H ψ E) :
    (variance ψ (fun x => (E x).re) : ℂ) = expect (H * H) ψ - expect H ψ ^ 2 ↔
      ∀ x, ∑ y, current H ψ x y = 0 := by
  rw [quantum_variance_split hH h1 hE]
  constructor
  · intro h x
    have h' := Complex.ofReal_injective h
    have h0 : ∑ x, ‖ψ x‖ ^ 2 * (E x).im ^ 2 = 0 := by
      change _ = _ + ∑ x, ‖ψ x‖ ^ 2 * (E x).im ^ 2 at h'
      linarith
    -- a vanishing sum of non-negative terms vanishes term by term
    have hx := (Finset.sum_eq_zero_iff_of_nonneg (fun x _ => by positivity)).1 h0 x
      (Finset.mem_univ x)
    rw [← weight_mul_im hE x]
    rcases mul_eq_zero.1 hx with h | h
    · rw [h, zero_mul]
    · rw [pow_eq_zero_iff two_ne_zero] at h
      rw [h, mul_zero]
  · intro h
    have h0 : mean ψ (fun x => (E x).im ^ 2) = 0 := Finset.sum_eq_zero fun x _ => by
      have hx := weight_mul_im hE x
      rw [h x] at hx
      calc ‖ψ x‖ ^ 2 * (E x).im ^ 2 = (‖ψ x‖ ^ 2 * (E x).im) * (E x).im := by ring
        _ = 0 := by rw [hx, zero_mul]
    rw [h0, add_zero]

/-- The two-site hopping Hamiltonian with unit amplitude. -/
def hopping : Matrix (Fin 2) (Fin 2) ℂ := !![0, 1; 1, 0]

/-- The two-site wavefunction with amplitudes `3/5` and `4i/5`. -/
def twoSite : Fin 2 → ℂ := ![3 / 5, 4 / 5 * Complex.I]

/-- The two-site function with values `4i/3` and `-3i/4`. -/
def twoSiteEnergy : Fin 2 → ℂ := ![4 / 3 * Complex.I, -(3 / 4) * Complex.I]

/-- For the two-site hopping Hamiltonian and the normalised state `(3/5, 4i/5)`, the real part of
the local energy has zero variance while `H` has quantum variance one. -/
theorem zero_variance_re_witness :
    hopping.IsHermitian ∧ ∑ x, ‖twoSite x‖ ^ 2 = 1 ∧
      IsLocalEnergy hopping twoSite twoSiteEnergy ∧
      variance twoSite (fun x => (twoSiteEnergy x).re) = 0 ∧
      expect (hopping * hopping) twoSite - expect hopping twoSite ^ 2 = 1 := by
  have hH : hopping.IsHermitian := by
    ext i j
    fin_cases i <;> fin_cases j <;> simp [hopping, Matrix.conjTranspose_apply]
  have h1 : ∑ x, ‖twoSite x‖ ^ 2 = 1 := by
    norm_num [twoSite, Fin.sum_univ_two]
  have hE : IsLocalEnergy hopping twoSite twoSiteEnergy := by
    intro x
    fin_cases x <;>
      norm_num [hopping, twoSite, twoSiteEnergy, Matrix.mulVec, dotProduct,
        Fin.sum_univ_two, Complex.ext_iff]
  have hv : variance twoSite (fun x => (twoSiteEnergy x).re) = 0 := by
    simp [variance, mean, twoSiteEnergy, Fin.sum_univ_two]
  have hm : mean twoSite (fun x => (twoSiteEnergy x).im ^ 2) = 1 := by
    norm_num [mean, twoSite, twoSiteEnergy, Fin.sum_univ_two]
  refine ⟨hH, h1, hE, hv, ?_⟩
  rw [quantum_variance_split hH h1 hE, hv, hm]
  norm_num

end

end LocalEnergyCurrent
```

```lean
#print axioms LocalEnergyCurrent.isLocalEnergy_iff
-- 'LocalEnergyCurrent.isLocalEnergy_iff' depends on axioms: [propext, Classical.choice, Quot.sound]
#print axioms LocalEnergyCurrent.IsLocalEnergy.smul
-- 'LocalEnergyCurrent.IsLocalEnergy.smul' depends on axioms: [propext, Classical.choice, Quot.sound]
#print axioms LocalEnergyCurrent.quantum_variance_split
-- 'LocalEnergyCurrent.quantum_variance_split' depends on axioms: [propext, Classical.choice, Quot.sound]
#print axioms LocalEnergyCurrent.variance_re_eq_iff
-- 'LocalEnergyCurrent.variance_re_eq_iff' depends on axioms: [propext, Classical.choice, Quot.sound]
```

## What the definitions and hypotheses say

The finite type `n` is the set of configurations, `H : Matrix n n ℂ` is the Hamiltonian in that basis, and `ψ : n → ℂ` holds the amplitudes. The function `E` plays the role of E_L. The hypothesis `IsLocalEnergy H ψ E` is the defining relation, and `isLocalEnergy_iff` shows that it is the usual quotient when ψ has no zeros.

This relation is all that the main theorems assume about `E`, so they also allow a site with ψ(x) = 0, provided that (Hψ)(x) = 0 there. The value of `E` at such a site is arbitrary and has zero weight.

`current H ψ x y` is J(x,y), and `mean` is the sum weighted by |ψ|². It is a true average when ψ is normalised, which is the hypothesis `h1` of the two general variance theorems. The antisymmetry, the current formula and the vanishing of `mean ψ (fun x => (E x).im)` need no normalisation. By `IsLocalEnergy.smul`, multiplying ψ by a constant keeps the same local energy, so a nonzero ψ can be normalised without changing `E`.

`expect A ψ` is ⟨ψ|A|ψ⟩ as a complex number. Accordingly, `quantum_variance_split` equates ⟨H²⟩ − ⟨H⟩² with a real number regarded as complex, which also shows that the left-hand side is real. `variance_re_eq_iff` is the equality criterion, and `zero_variance_re_witness` is the two-site example.

The setting is a finite basis with complete weighted sums. Continuum Hamiltonians, with their domains and boundary terms, are not covered, and neither are the statistical errors of a finite Monte Carlo sample.

## The derivation in Lean

`current_antisymm` takes conj H_yx = H_xy from `hH.apply`, conjugates the product for the reversed bond, and compares imaginary parts with `Complex.conj_im`.

`weight_mul_im` first proves the complex equation for |ψ(x)|² E_L(x). The helper `weight_eq` replaces |ψ(x)|² by conj ψ(x) ψ(x), and `hE x` inserts the defining relation. Applying `Complex.im` to both sides leaves the sum of currents.

`mean_im_eq_zero` turns the mean into the double sum S. `Finset.sum_comm` exchanges the two summations, antisymmetry supplies the minus sign, and `linarith` concludes from S = −S.

`expect_eq_mean_re` writes ⟨H⟩ as the weighted sum of E_L and compares real and imaginary parts separately. The real parts agree by definition, and the imaginary part vanishes by the preceding theorem.

`variance_eq` expands the square in the variance and uses normalisation. The main proof, `quantum_variance_split`, then has three steps:

- `ha` uses Hermiticity to write ⟨H²⟩ as the squared norm of Hψ.
- `hb` substitutes the local energy and expresses |E_L|² through its real and imaginary parts.
- `hc` separates the two weighted sums.

Substituting the formulas for ⟨H⟩ and the variance leaves an algebraic identity, which `ring` closes.

For the equality criterion, the forward direction cancels the common variance and applies `Finset.sum_eq_zero_iff_of_nonneg`, so every term |ψ(x)|² (Im E_L(x))² is zero. Either factor being zero makes the net current vanish. Conversely, zero net current gives |ψ(x)|² Im E_L(x) = 0, and one more factor of Im E_L(x) makes each term of the mean square zero.

In the two-site theorem, Lean checks Hermiticity, normalisation and the local energy entry by entry. It computes the variance of the real part and the mean square of the imaginary part, then obtains Var H = 1 from `quantum_variance_split`.
